# On two sites, the gauge coefficient between the eigenstates is proportional to the exchange strength

The theorem concerns one particle on two sites, with a uniform real potential `u`. The hopping operator has diagonal entries 1 and off-diagonal entries −1, and the nonlocal exchange potential, of real strength `κ`, has only the off-diagonal entries −κ. The theorem states that the Hamiltonian, the sum of the three, is Hermitian, that (1, −1) and (1, 1) are eigenvectors with energies u + 2 + κ and u − κ, and that the gauge coefficient between them is 2κ for the gauge function (0, 1). This coefficient is the matrix element of the commutator of the hopping operator with the gauge function, minus the energy difference times the matrix element of the gauge function itself. Both matrix elements are taken from (1, 1) to (1, −1), and the energy difference is that of the final state minus the initial one. The vectors are unnormalised; with both divided by √2 the coefficient would be κ. The attempt proves the four claims separately, each by writing out the entries with `simp`, and in the last three it leaves the remaining arithmetic to `ring`.

This version doesn't compile in Lean 4 with Mathlib:

```lean
import Mathlib

open Matrix

namespace GaugeCoeffExchange

noncomputable section

variable {n : Type*} [Fintype n]

/-- The commutator `[A, B] = AB - BA` of two operators. -/
def comm (A B : Matrix n n ℂ) : Matrix n n ℂ := A * B - B * A

/-- The transition matrix element `⟨f, A i⟩`. -/
def element (f : n → ℂ) (A : Matrix n n ℂ) (i : n → ℂ) : ℂ := star f ⬝ᵥ (A *ᵥ i)

variable [DecidableEq n]

/-- The gauge coefficient `⟨f, [T, χ] i⟩ - (Ef - Ei) ⟨f, χ i⟩` of a transition, for the kinetic
operator `T` and the gauge function `χ`. -/
def gaugeCoeff (T : Matrix n n ℂ) (χ : n → ℂ) (f i : n → ℂ) (Ef Ei : ℝ) : ℂ :=
  element f (comm T (diagonal χ)) i - ((Ef : ℂ) - Ei) * element f (diagonal χ) i

/-- The kinetic operator of a particle hopping between two sites. -/
def hopping : Matrix (Fin 2) (Fin 2) ℂ := !![1, -1; -1, 1]

/-- A nonlocal exchange potential of strength `κ` that couples two sites. -/
def exchange (κ : ℝ) : Matrix (Fin 2) (Fin 2) ℂ := !![0, -(κ : ℂ); -(κ : ℂ), 0]

/-- Two sites with hopping, a uniform potential `u` and exchange of strength `κ`: the Hamiltonian
is Hermitian, `(1, -1)` and `(1, 1)` are eigenvectors with energies `u + 2 + κ` and `u - κ`, and
for the gauge function `(0, 1)` the gauge coefficient between them is `2κ`. -/
theorem gaugeCoeff_exchange (u κ : ℝ) :
    (hopping + diagonal ![(u : ℂ), (u : ℂ)] + exchange κ).IsHermitian ∧
    (hopping + diagonal ![(u : ℂ), (u : ℂ)] + exchange κ) *ᵥ ![1, -1]
      = ((u + 2 + κ : ℝ) : ℂ) • ![1, -1] ∧
    (hopping + diagonal ![(u : ℂ), (u : ℂ)] + exchange κ) *ᵥ ![1, 1]
      = ((u - κ : ℝ) : ℂ) • ![1, 1] ∧
    gaugeCoeff hopping ![0, 1] ![1, -1] ![1, 1] (u + 2 + κ) (u - κ) = 2 * (κ : ℂ) := by
  refine ⟨?_, ?_, ?_, ?_⟩
  · ext a b
    fin_cases a <;> fin_cases b <;> simp [hopping, exchange, Matrix.conjTranspose_apply]
  · ext a
    fin_cases a <;>
      simp [hopping, exchange, Matrix.mulVec, dotProduct, Fin.sum_univ_two] <;> ring
  · ext a
    fin_cases a <;>
      simp [hopping, exchange, Matrix.mulVec, dotProduct, Fin.sum_univ_two] <;> ring
  · simp [gaugeCoeff, element, comm, hopping, Matrix.mulVec, dotProduct, Fin.sum_univ_two,
      Matrix.sub_apply, Matrix.mul_diagonal, Matrix.diagonal_mul]
    ring

end

end GaugeCoeffExchange
```

The compiler's answer:

```
Try this:
  [apply] ring_nf
  
  The `ring` tactic failed to close the goal. Use `ring_nf` to obtain a normal form.
    
  Note that `ring` works primarily in *commutative* rings. If you have a noncommutative ring, abelian group or module, consider using `noncomm_ring`, `abel` or `module` instead.
Main.lean:49:2: error: unsolved goals
case refine_4
u κ : ℝ
⊢ 2 + (![1, -1] ᵥ* diagonal ![0, 1]) 0 + (![1, -1] ᵥ* diagonal ![0, 1]) 1 - (![-1, 1] ᵥ* diagonal ![0, 1]) 1 -
        (![-1, 1] ᵥ* diagonal ![0, 1]) 0 +
      ↑κ * 2 =
    ↑κ * 2
Main.lean:50:24: warning: This simp argument is unused:
  Matrix.mul_diagonal

Hint: Omit it from the simp argument list.
  [apply] simp [gaugeCoeff, element, comm, hopping, Matrix.mulVec, dotProduct, Fin.sum_univ_two, Matrix.sub_apply,
    Matrix.diagonal_mul]

Note: This linter can be disabled with `set_option linter.unusedSimpArgs false`
```

After these edits no error is left:

```diff
@@ -48,5 +48,5 @@
       simp [hopping, exchange, Matrix.mulVec, dotProduct, Fin.sum_univ_two] <;> ring
   · simp [gaugeCoeff, element, comm, hopping, Matrix.mulVec, dotProduct, Fin.sum_univ_two,
-      Matrix.sub_apply, Matrix.mul_diagonal, Matrix.diagonal_mul]
+      Matrix.sub_apply, Matrix.diagonal_mul, Matrix.vecMul_diagonal]
     ring
 
```

Cause. The error is in the fourth claim, the gauge coefficient. The goal that is left still contains entries such as `(![1, -1] ᵥ* diagonal ![0, 1]) 0`, a row vector times a diagonal matrix. `ring` treats these as unknown quantities, so it cannot see that they cancel the 2, and it stops at a normal form.

They come from the product of `hopping` with the diagonal matrix. `hopping` is written out as explicit rows, and `simp` expands the product row by row, into `ᵥ*`. `Matrix.mul_diagonal` was meant for this product, but it rewrites an entry of a matrix product `M * diagonal d`, and that form is gone before the lemma can apply. Hence the warning that it is unused.

The repair adds `Matrix.vecMul_diagonal`, which says that an entry of `v ᵥ* diagonal w` is the product of the corresponding entries of `v` and `w`. The leftover terms become numbers, and `ring` closes the goal. Removing `Matrix.mul_diagonal` is mere tidying.
